# For U ≥ 0, the chord between neighbouring integer electron numbers exceeds the FLL double-counting energy by (U/2) f(1 − f), at most U/8

If I take $\frac{U}{2}N(N-1)$ as the interaction energy of a $d$ shell with $N$ electrons and repulsion $U$ per pair, the energy comes out too low as soon as $N$ is fractional. With $U = 4$ eV the formula gives 4 eV for two electrons and 12 eV for three. A shell that holds two electrons half of the time and three the other half should therefore have 8 eV, but at $N = 2.5$ the formula gives 7.5 eV.

Without a separate exchange parameter, this is the energy that DFT+U subtracts as double counting in the fully localised limit (FLL). Does the missing half electron volt grow with the filling of the shell? And is it the same energy that the Hubbard correction adds back?

## The gap depends on the fractional charge alone

The gap doesn't grow with the filling. Between $M$ and $M+1$ electrons it is $\frac{U}{2}f(1-f)$, where $f$ is the fractional part of the charge, and $M$ drops out. The Hubbard correction adds back exactly this amount if a single spin-orbital carries the fractional charge and all others are full or empty.

Write $g(N) = \frac{U}{2}N(N-1)$. The straight line, or chord, between the neighbouring integers is

$$
\begin{aligned}
(1-f)\,g(M) + f\,g(M+1) &= \tfrac{U}{2}\left[(1-f)M(M-1) + f(M+1)M\right] \\
&= \tfrac{U}{2}\left[M^2 - M + 2fM\right].
\end{aligned}
$$

The formula evaluated at the fractional charge itself gives

$$
g(M+f) = \tfrac{U}{2}(M+f)(M+f-1) = \tfrac{U}{2}\left[M^2 - M + 2fM + f^2 - f\right].
$$

Subtracting the second from the first leaves

$$
(1-f)\,g(M) + f\,g(M+1) - g(M+f) = \tfrac{U}{2}f(1-f).
$$

For $U \ge 0$ and $0 \le f \le 1$ all factors on the right are non-negative, so the chord never lies below $g$. For the upper bound, complete the square:

$$
\tfrac{U}{8} - \tfrac{U}{2}f(1-f) = \tfrac{U}{2}\left(f - \tfrac12\right)^2 \ge 0.
$$

If $U \neq 0$, the gap is zero only at $f = 0$ or $f = 1$, and it equals $U/8$ only at $f = \frac12$. Your 0.5 eV is $U/8$ for $U = 4$ eV, the largest value that the gap can take.

## One fractional orbital puts the interaction energy on the chord

Now give each spin-orbital $i$ of the shell an occupation $n_i$, with $N = \sum_i n_i$, and let every pair of different spin-orbitals repel with the same $U$:

$$
E_{\text{int}} = \tfrac{U}{2}\sum_{i\neq j} n_i n_j.
$$

The factor $\frac12$ compensates for counting each pair twice. The full double sum is $N^2$, and its diagonal is $\sum_i n_i^2$. Hence

$$
E_{\text{int}} - g(N) = \tfrac{U}{2}\Big(N^2 - \sum_i n_i^2\Big) - \tfrac{U}{2}\left(N^2 - N\right) = \tfrac{U}{2}\sum_i n_i(1-n_i).
$$

This difference is the Hubbard correction. If every $n_i$ is 0 or 1, each term vanishes and $g(N)$ is the interaction energy.

Next, fill $M$ orbitals and put the charge $f$ into one more. Then $N = M + f$, and only the fractional orbital contributes to the sum, so

$$
E_{\text{int}} = g(M+f) + \tfrac{U}{2}f(1-f) = (1-f)\,g(M) + f\,g(M+1).
$$

The interaction energy is the chord. The reason is visible in the double sum: the charge $f$ interacts with the $M$ filled orbitals, which costs $UfM$, but not with itself, so no term in $f^2$ appears. The parabola $g$ does contain such a term. With $M = 0$ a single orbital holds the charge $f$ and has no partner to repel, so $E_{\text{int}} = 0$, whereas $g(f) = -\frac{U}{2}f(1-f)$.

The derivation in Lean 4 with Mathlib:

```lean
import Mathlib

open Finset

namespace FLLDoubleCounting

noncomputable section

/-- The fully localised limit (FLL) double-counting energy `(U/2) N (N - 1)` of a shell
holding `N` electrons, where `N` may be fractional. -/
def fllEnergy (U N : ℝ) : ℝ := U / 2 * N * (N - 1)

/-- The linear interpolation of the FLL energy between the integer electron numbers
`M` and `M + 1`, with weight `f` on the latter. -/
def chordEnergy (U : ℝ) (M : ℤ) (f : ℝ) : ℝ :=
  (1 - f) * fllEnergy U M + f * fllEnergy U (M + 1)

/-- The interaction energy `(U/2) ∑_{i ≠ j} n_i n_j` of a shell whose spin-orbitals `i`
have occupations `n i`. -/
def hubbardEnergy {ι : Type*} [Fintype ι] [DecidableEq ι] (U : ℝ) (n : ι → ℝ) : ℝ :=
  U / 2 * ∑ i, ∑ j ∈ univ.erase i, n i * n j

/-- The occupations of a shell in which orbital `k` holds the charge `f`, the other orbitals
in `s` are filled, and the rest are empty. -/
def occupation {ι : Type*} [DecidableEq ι] (s : Finset ι) (k : ι) (f : ℝ) : ι → ℝ :=
  fun i => if i = k then f else if i ∈ s then 1 else 0

/-- The linear interpolation exceeds the FLL energy at `M + f` electrons by exactly
`(U/2) f (1 - f)`. -/
theorem chord_sub_fll (U : ℝ) (M : ℤ) (f : ℝ) :
    chordEnergy U M f - fllEnergy U (M + f) = U / 2 * (f * (1 - f)) := by
  unfold chordEnergy fllEnergy
  ring

/-- For `U ≥ 0` and a fractional charge `f` between 0 and 1, the linear interpolation exceeds
the FLL energy by exactly `(U/2) f (1 - f)`, and this excess lies between `0` and `U/8`. -/
theorem fll_deviation_from_linearity {U f : ℝ} (hU : 0 ≤ U) (hf₀ : 0 ≤ f) (hf₁ : f ≤ 1)
    (M : ℤ) :
    chordEnergy U M f - fllEnergy U (M + f) = U / 2 * (f * (1 - f)) ∧
      0 ≤ chordEnergy U M f - fllEnergy U (M + f) ∧
      chordEnergy U M f - fllEnergy U (M + f) ≤ U / 8 := by
  rw [chord_sub_fll]
  refine ⟨rfl, ?_, ?_⟩
  · exact mul_nonneg (by linarith) (mul_nonneg hf₀ (by linarith))
  · -- the distance to the upper bound is a perfect square times `U / 2`
    nlinarith [mul_nonneg hU (sq_nonneg (f - 1 / 2))]

/-- For `U ≠ 0` the FLL energy meets its linear interpolation only at `f = 0` and `f = 1`. -/
theorem deviation_eq_zero_iff {U : ℝ} (hU : U ≠ 0) (M : ℤ) (f : ℝ) :
    chordEnergy U M f - fllEnergy U (M + f) = 0 ↔ f = 0 ∨ f = 1 := by
  rw [chord_sub_fll]
  constructor
  · intro h
    have h2 : U / 2 ≠ 0 := div_ne_zero hU two_ne_zero
    rcases mul_eq_zero.mp ((mul_eq_zero.mp h).resolve_left h2) with h0 | h1
    · exact Or.inl h0
    · exact Or.inr (by linarith)
  · rintro (rfl | rfl) <;> ring

/-- For `U ≠ 0` the deviation from linearity equals `U/8` exactly at the midpoint of the chord,
`f = 1/2`. -/
theorem deviation_eq_eighth_iff {U : ℝ} (hU : U ≠ 0) (M : ℤ) (f : ℝ) :
    chordEnergy U M f - fllEnergy U (M + f) = U / 8 ↔ f = 1 / 2 := by
  rw [chord_sub_fll]
  constructor
  · intro h
    have hsq : U * (f - 1 / 2) ^ 2 = 0 := by linear_combination (-2) * h
    have h0 : f - 1 / 2 = 0 :=
      pow_eq_zero_iff two_ne_zero |>.mp ((mul_eq_zero.mp hsq).resolve_left hU)
    linarith
  · rintro rfl
    ring

/-- The interaction energy minus the FLL double counting at the total charge of the shell
is `(U/2) ∑ n_i (1 - n_i)`. -/
theorem hubbard_sub_fll {ι : Type*} [Fintype ι] [DecidableEq ι] (U : ℝ) (n : ι → ℝ) :
    hubbardEnergy U n - fllEnergy U (∑ i, n i) = U / 2 * ∑ i, n i * (1 - n i) := by
  -- complete the inner sum by its diagonal term
  have h : ∀ i, ∑ j ∈ univ.erase i, n i * n j = n i * ∑ j, n j - n i ^ 2 := by
    intro i
    have h1 := Finset.add_sum_erase univ n (mem_univ i)
    rw [← Finset.mul_sum]
    linear_combination n i * h1
  have h2 : ∑ i, n i * (1 - n i) = ∑ i, n i - ∑ i, n i ^ 2 := by
    rw [← Finset.sum_sub_distrib]
    exact Finset.sum_congr rfl fun i _ => by ring
  simp only [hubbardEnergy, fllEnergy, h]
  rw [Finset.sum_sub_distrib, ← Finset.sum_mul, h2]
  ring

/-- When every spin-orbital is either empty or filled, the FLL energy is the interaction
energy of the shell. -/
theorem hubbard_eq_fll_of_integer {ι : Type*} [Fintype ι] [DecidableEq ι] (U : ℝ)
    (n : ι → ℝ) (hn : ∀ i, n i = 0 ∨ n i = 1) :
    hubbardEnergy U n = fllEnergy U (∑ i, n i) := by
  have h0 : ∑ i, n i * (1 - n i) = 0 := by
    refine Finset.sum_eq_zero fun i _ => ?_
    rcases hn i with h | h <;> rw [h] <;> ring
  have h := hubbard_sub_fll U n
  rw [h0, mul_zero] at h
  linarith

/-- With the orbitals of `s` filled and one further orbital `k` outside `s` holding the charge `f`,
the interaction energy is the linear interpolation of the FLL energy between the electron numbers
`s.card` and `s.card + 1`, with weight `f` on the latter. -/
theorem hubbard_eq_chord {ι : Type*} [Fintype ι] [DecidableEq ι] (U f : ℝ)
    (s : Finset ι) (k : ι) (hk : k ∉ s) :
    hubbardEnergy U (occupation s k f) = chordEnergy U (s.card : ℤ) f := by
  -- the total charge of the shell
  have hN : ∑ i, occupation s k f i = f + (s.card : ℝ) := by
    have h : ∀ i, occupation s k f i =
        (if i = k then f else 0) + (if i ∈ s then 1 else 0) := by
      intro i
      by_cases hi : i = k
      · subst hi
        simp [occupation, hk]
      · simp [occupation, hi]
    simp only [h, Finset.sum_add_distrib]
    simp
  -- only the fractional orbital contributes to the correction
  have hS : ∑ i, occupation s k f i * (1 - occupation s k f i) = f * (1 - f) := by
    rw [Finset.sum_eq_single k]
    · simp [occupation]
    · intro i _ hi
      by_cases his : i ∈ s <;> simp [occupation, hi, his]
    · intro h
      exact absurd (mem_univ k) h
  have hc := hubbard_sub_fll U (occupation s k f)
  rw [hN, hS] at hc
  simp only [fllEnergy] at hc
  simp only [chordEnergy, fllEnergy, Int.cast_natCast]
  linear_combination hc

end

end FLLDoubleCounting
```

```lean
#print axioms FLLDoubleCounting.chord_sub_fll
-- 'FLLDoubleCounting.chord_sub_fll' depends on axioms: [propext, Classical.choice, Quot.sound]
#print axioms FLLDoubleCounting.fll_deviation_from_linearity
-- 'FLLDoubleCounting.fll_deviation_from_linearity' depends on axioms: [propext, Classical.choice, Quot.sound]
#print axioms FLLDoubleCounting.hubbard_eq_fll_of_integer
-- 'FLLDoubleCounting.hubbard_eq_fll_of_integer' depends on axioms: [propext, Classical.choice, Quot.sound]
#print axioms FLLDoubleCounting.hubbard_eq_chord
-- 'FLLDoubleCounting.hubbard_eq_chord' depends on axioms: [propext, Classical.choice, Quot.sound]
```

## Real electron numbers and a finite set of spin-orbitals

`fllEnergy U N` is $g(N)$, with $U$ and $N$ real. The constant $U$ stands for the screened Coulomb repulsion between two electrons in the shell. It is the same for all pairs, and there is no separate exchange parameter.

`chordEnergy U M f` is the chord. Here `M` is an integer, converted to a real number wherever it enters the energy, and the weight `f` belongs to $M+1$. Negative `M` is permitted and has no physical meaning, but the identity holds there too.

In `hubbardEnergy U n`, the finite type `ι` labels the spin-orbitals and `n` assigns a real occupation to each. The inner sum runs over `univ.erase i`, which is every orbital except `i`. Despite its name, this is neither the total energy of a Hubbard model, since there is no hopping, nor the Hubbard correction. It is the mean-field interaction energy $E_{\text{int}}$, before the double counting is subtracted.

`occupation s k f` describes the fractionally charged shell: `f` in orbital `k`, 1 in the other orbitals of the set `s`, and 0 elsewhere.

The theorems say the following.

- `chord_sub_fll` gives the gap $\frac{U}{2}f(1-f)$ for all real $U$ and $f$.
- `fll_deviation_from_linearity` repeats this value under $U \ge 0$ and $0 \le f \le 1$ and adds the bounds $0$ and $U/8$.
- `deviation_eq_zero_iff` and `deviation_eq_eighth_iff` state for $U \neq 0$ where the gap is zero and where it equals $U/8$.
- `hubbard_sub_fll` gives the correction for arbitrary real occupations.
- `hubbard_eq_fll_of_integer` identifies $E_{\text{int}}$ with $g(N)$ when every occupation is 0 or 1.
- `hubbard_eq_chord` identifies $E_{\text{int}}$ with the chord when `k` lies outside `s`. The integer $M$ is then `s.card`, the number of filled orbitals.

Two of the hypotheses show their use in small cases. If $f \le 1$ is removed and the other conditions stay, the lower bound fails: $f = 2$ with $U > 0$ gives a gap of $-U$. If `k` is allowed to lie in `s`, take `s` to contain only `k`. The shell then holds just the charge $f$, and its interaction energy is zero, but the chord starting at `s.card` $= 1$ has the value $fU$.

Using the correction for a real material rests on the assumption that the density functional already contains the interaction of the shell in the form $g(N)$, at fractional $N$ as well. That is the premise of FLL double counting, and no hypothesis in the theorems expresses it.

## The correction in a DFT+U run

In the common simplified form of DFT+U, with one effective $U$ per shell, the Kohn–Sham states are projected onto localised orbitals of the atom. This gives an occupation matrix for each spin. The eigenvalues for both spins together play the part of the $n_i$, and the program adds $\frac{U}{2}\sum_i n_i(1-n_i)$ to the energy of the density functional.

Suppose that $U = 4$ eV and the eigenvalues are 1, 1 and 0.5, with the rest zero. The added energy is $2 \cdot 0.25 = 0.5$ eV, which is the half electron volt you were missing. If the eigenvalues are 1, 1, 0.5 and 0.5, the shell holds three electrons, an integer, and yet the correction is 1 eV. It responds to each orbital separately, and it agrees with the gap of the chord when the fractional charge sits in one orbital.

The derivative of the correction with respect to $n_i$ is $U\left(\frac12 - n_i\right)$. For $U > 0$ this lowers the level of an orbital that is more than half full and raises that of an orbital that is less than half full.

## From the expanded chord to the split double sum

The proof of `chord_sub_fll` unfolds the two energies and leaves the expansion to `ring`, which does the work of the first three displayed equations.

`fll_deviation_from_linearity` rewrites the gap with that lemma. The lower bound is then a product of non-negative factors, put together with `mul_nonneg`. For the upper bound, `nlinarith` receives the fact $U\left(f-\frac12\right)^2 \ge 0$, and half of this quantity is the distance to $U/8$.

The two equality cases start from the same rewriting. In `deviation_eq_zero_iff` the product $\frac{U}{2}f(1-f)$ is zero and its first factor is not, so $f$ or $1-f$ must vanish. In `deviation_eq_eighth_iff` the assumed equation, multiplied by $-2$, becomes $U\left(f-\frac12\right)^2 = 0$, and since $U \neq 0$ the square is zero. The converse directions insert the values of $f$.

The main step of `hubbard_sub_fll` is the auxiliary statement `h`, which splits off the diagonal one row at a time:

$$
\sum_{j\neq i} n_i n_j = n_i \sum_j n_j - n_i^2.
$$

It comes from `Finset.add_sum_erase`, which says that $n_i$ plus the sum over all other orbitals is the full sum. Summing the rows over $i$ gives $N^2 - \sum_i n_i^2$. The statement `h2` writes $\sum_i n_i(1-n_i)$ as $N - \sum_i n_i^2$, and `ring` compares the two sides.

For `hubbard_eq_fll_of_integer`, the proof checks that each term $n_i(1-n_i)$ is zero in both permitted cases and inserts this into `hubbard_sub_fll`.

`hubbard_eq_chord` needs two sums. The first, `hN`, is the total charge $f + M$. It is found by writing the occupation as a part located at `k` plus a part located on `s`, which is correct because `k` is not in `s`. The second, `hS`, is the correction sum. `Finset.sum_eq_single` reduces it to the term at `k`, since every other orbital is full or empty, and the result is $f(1-f)$. With both sums inserted into `hubbard_sub_fll`, the closing `linear_combination` carries out the algebra that turns $g(M+f) + \frac{U}{2}f(1-f)$ into the chord.
